# A composite propagator equals exp(-itA) ⊗ exp(-itB) at all times exactly when H = A ⊗ 1 + 1 ⊗ B

## Do uncoupled systems evolve separately, and only they?

Take two uncoupled two-level systems with energies a₀, a₁ and b₀, b₁. The joint basis state |i j⟩ has energy aᵢ + bⱼ, so with ħ = 1 its phase is a product:

exp(-it(aᵢ + bⱼ)) = exp(-itaᵢ) exp(-itbⱼ)

I expect the same for any matrices A and B: the propagator of A ⊗ 1 + 1 ⊗ B should be exp(-itA) ⊗ exp(-itB). Can this be made rigorous and machine-checked, and does the factorization in turn force the Hamiltonian to have this form?

## Commuting terms give the product, and the derivative at t = 0 gives the converse

Yes to both, for finite matrices. The two terms commute:

(A ⊗ 1)(1 ⊗ B) = A ⊗ B = (1 ⊗ B)(A ⊗ 1)

Since (X ⊗ 1)ᵏ = Xᵏ ⊗ 1, summing the exponential series gives exp(X ⊗ 1) = exp(X) ⊗ 1, and likewise exp(1 ⊗ Y) = 1 ⊗ exp(Y). Write U = exp(-itA) and V = exp(-itB). Then

exp(-it(A ⊗ 1 + 1 ⊗ B)) = (U ⊗ 1)(1 ⊗ V) = U ⊗ V

Conversely, suppose exp(-itH) = U ⊗ V at all times. Then H and K = A ⊗ 1 + 1 ⊗ B have the same propagator. Differentiating at t = 0 gives -iH = -iK, so H = K.

A product state stays a product:

Σₖₗ Uᵢₖ Vⱼₗ ψₖ φₗ = (Uψ)ᵢ (Vφ)ⱼ

If B is Hermitian, then (-itB)† = itB, so V†V = exp(itB) exp(-itB) = 1. For an observable O of the first system,

(U ⊗ V)†(O ⊗ 1)(U ⊗ V) = U†OU ⊗ V†V = U†OU ⊗ 1

This is an operator identity, so it applies to entangled states too.

In Lean 4 with Mathlib:

```lean
import Mathlib

open Matrix
open scoped Kronecker

namespace NoninteractingPropagator

noncomputable section

variable {m n : Type*} [Fintype m] [DecidableEq m] [Fintype n] [DecidableEq n]

/-- The propagator `exp(-itH)` of a Hamiltonian matrix `H` at time `t`, in units with `ħ = 1`. -/
def propagator (H : Matrix m m ℂ) (t : ℝ) : Matrix m m ℂ :=
  NormedSpace.exp ((-Complex.I * (t : ℂ)) • H)

/-- The Hamiltonian `A ⊗ 1 + 1 ⊗ B` of two systems that do not interact. -/
def compositeHamiltonian (A : Matrix m m ℂ) (B : Matrix n n ℂ) :
    Matrix (m × n) (m × n) ℂ :=
  A ⊗ₖ (1 : Matrix n n ℂ) + (1 : Matrix m m ℂ) ⊗ₖ B

/-- The product state with amplitudes `ψ i * φ j`. -/
def productState (ψ : m → ℂ) (φ : n → ℂ) : m × n → ℂ :=
  fun p => ψ p.1 * φ p.2

/-- The exponential of an operator acting on the first system alone acts on the first system
alone. -/
theorem exp_kronecker_one (X : Matrix m m ℂ) :
    NormedSpace.exp (X ⊗ₖ (1 : Matrix n n ℂ)) = NormedSpace.exp X ⊗ₖ (1 : Matrix n n ℂ) := by
  -- the embedding of the first system is a continuous ring homomorphism
  let f : Matrix m m ℂ →+* Matrix (m × n) (m × n) ℂ :=
    { toFun := fun Y => Y ⊗ₖ (1 : Matrix n n ℂ)
      map_one' := Matrix.one_kronecker_one
      map_mul' := fun Y Z => by rw [← Matrix.mul_kronecker_mul, one_mul]
      map_zero' := Matrix.zero_kronecker _
      map_add' := fun Y Z => Matrix.add_kronecker Y Z 1 }
  have hf : Continuous f := continuous_matrix fun p q =>
    (continuous_id.matrix_elem p.1 q.1).mul continuous_const
  open scoped Matrix.Norms.Operator in
  exact (NormedSpace.map_exp f hf X).symm

/-- The exponential of an operator acting on the second system alone acts on the second system
alone. -/
theorem exp_one_kronecker (X : Matrix n n ℂ) :
    NormedSpace.exp ((1 : Matrix m m ℂ) ⊗ₖ X) = (1 : Matrix m m ℂ) ⊗ₖ NormedSpace.exp X := by
  let f : Matrix n n ℂ →+* Matrix (m × n) (m × n) ℂ :=
    { toFun := fun Y => (1 : Matrix m m ℂ) ⊗ₖ Y
      map_one' := Matrix.one_kronecker_one
      map_mul' := fun Y Z => by rw [← Matrix.mul_kronecker_mul, one_mul]
      map_zero' := Matrix.kronecker_zero _
      map_add' := fun Y Z => Matrix.kronecker_add 1 Y Z }
  have hf : Continuous f := continuous_matrix fun p q =>
    continuous_const.mul (continuous_id.matrix_elem p.2 q.2)
  open scoped Matrix.Norms.Operator in
  exact (NormedSpace.map_exp f hf X).symm

/-- The propagator of two noninteracting systems is the tensor product of their separate
propagators. -/
theorem propagator_composite (A : Matrix m m ℂ) (B : Matrix n n ℂ) (t : ℝ) :
    propagator (compositeHamiltonian A B) t = propagator A t ⊗ₖ propagator B t := by
  -- operators on different systems commute
  have hc : ∀ (X : Matrix m m ℂ) (Y : Matrix n n ℂ),
      Commute (X ⊗ₖ (1 : Matrix n n ℂ)) ((1 : Matrix m m ℂ) ⊗ₖ Y) := by
    intro X Y
    change _ * _ = _ * _
    rw [← Matrix.mul_kronecker_mul, ← Matrix.mul_kronecker_mul]
    simp only [one_mul, mul_one]
  unfold propagator compositeHamiltonian
  rw [smul_add, ← Matrix.smul_kronecker, ← Matrix.kronecker_smul,
    Matrix.exp_add_of_commute _ _ (hc _ _), exp_kronecker_one, exp_one_kronecker,
    ← Matrix.mul_kronecker_mul, mul_one, one_mul]

/-- Two Hamiltonians with the same propagator at all times are equal. -/
theorem hamiltonian_unique {H K : Matrix m m ℂ}
    (h : ∀ t : ℝ, propagator H t = propagator K t) : H = K := by
  have hp : ∀ (L : Matrix m m ℂ) (t : ℝ),
      propagator L t = NormedSpace.exp (t • ((-Complex.I) • L)) := by
    intro L t
    have : (-Complex.I * (t : ℂ)) • L = t • ((-Complex.I) • L) := by
      ext i j
      simp only [Matrix.smul_apply, smul_eq_mul, Complex.real_smul]
      ring
    rw [propagator, this]
  -- compare the time derivatives at t = 0
  have key : (-Complex.I) • H = (-Complex.I) • K := by
    open scoped Matrix.Norms.Operator in
    have h1 := hasDerivAt_exp_smul_const (𝕂 := ℝ) ((-Complex.I) • H) (0 : ℝ)
    have h2 := hasDerivAt_exp_smul_const (𝕂 := ℝ) ((-Complex.I) • K) (0 : ℝ)
    have h3 := h1.unique (h2.congr_of_eventuallyEq (Filter.Eventually.of_forall fun u =>
      (hp H u).symm.trans ((h u).trans (hp K u))))
    simpa only [zero_smul, NormedSpace.exp_zero, one_mul] using h3
  have h4 := congrArg (fun L => Complex.I • L) key
  simpa [smul_smul] using h4

/-- The propagator of a composite system is the tensor product of the propagators of `A` and `B`
at all times exactly when its Hamiltonian is `A ⊗ 1 + 1 ⊗ B`. -/
theorem propagator_factorizes_iff (H : Matrix (m × n) (m × n) ℂ)
    (A : Matrix m m ℂ) (B : Matrix n n ℂ) :
    (∀ t : ℝ, propagator H t = propagator A t ⊗ₖ propagator B t) ↔
      H = compositeHamiltonian A B := by
  constructor
  · intro h
    exact hamiltonian_unique fun t => (h t).trans (propagator_composite A B t).symm
  · rintro rfl t
    exact propagator_composite A B t

/-- Without interaction, a product state evolves into the product of the separately evolved
states. -/
theorem productState_evolution (A : Matrix m m ℂ) (B : Matrix n n ℂ)
    (ψ : m → ℂ) (φ : n → ℂ) (t : ℝ) :
    propagator (compositeHamiltonian A B) t *ᵥ productState ψ φ =
      productState (propagator A t *ᵥ ψ) (propagator B t *ᵥ φ) := by
  rw [propagator_composite]
  ext ⟨i, j⟩
  simp only [productState, Matrix.mulVec, dotProduct, Matrix.kroneckerMap_apply,
    Fintype.sum_prod_type, Finset.sum_mul_sum]
  refine Finset.sum_congr rfl fun k _ => Finset.sum_congr rfl fun l _ => ?_
  ring

/-- The propagator `U` of a Hermitian Hamiltonian satisfies `U† U = 1`. -/
theorem propagator_unitary {H : Matrix m m ℂ} (hH : H.IsHermitian) (t : ℝ) :
    (propagator H t)ᴴ * propagator H t = 1 := by
  -- the exponent is anti-Hermitian
  have h : ((-Complex.I * (t : ℂ)) • H)ᴴ = -((-Complex.I * (t : ℂ)) • H) := by
    rw [Matrix.conjTranspose_smul, hH.eq, ← neg_smul]
    congr 1
    simp
  have hc : Commute (-((-Complex.I * (t : ℂ)) • H)) ((-Complex.I * (t : ℂ)) • H) :=
    (Commute.refl ((-Complex.I * (t : ℂ)) • H)).neg_left
  rw [propagator, ← Matrix.exp_conjTranspose, h,
    ← Matrix.exp_add_of_commute _ _ hc, neg_add_cancel, NormedSpace.exp_zero]

/-- Without interaction, and for Hermitian `B`, an observable `O` of the first system evolves in
the Heisenberg picture under `A` alone. -/
theorem heisenberg_local (A : Matrix m m ℂ) {B : Matrix n n ℂ} (hB : B.IsHermitian)
    (O : Matrix m m ℂ) (t : ℝ) :
    (propagator (compositeHamiltonian A B) t)ᴴ * (O ⊗ₖ (1 : Matrix n n ℂ)) *
        propagator (compositeHamiltonian A B) t =
      ((propagator A t)ᴴ * O * propagator A t) ⊗ₖ (1 : Matrix n n ℂ) := by
  -- the second system contributes only V† V = 1
  rw [propagator_composite, Matrix.conjTranspose_kronecker, ← Matrix.mul_kronecker_mul,
    ← Matrix.mul_kronecker_mul, mul_one, propagator_unitary hB]

end

end NoninteractingPropagator
```

```lean
#print axioms NoninteractingPropagator.propagator_factorizes_iff
#print axioms NoninteractingPropagator.productState_evolution
#print axioms NoninteractingPropagator.heisenberg_local
```

```
'NoninteractingPropagator.propagator_factorizes_iff' depends on axioms: [propext, Classical.choice, Quot.sound]
'NoninteractingPropagator.productState_evolution' depends on axioms: [propext, Classical.choice, Quot.sound]
'NoninteractingPropagator.heisenberg_local' depends on axioms: [propext, Classical.choice, Quot.sound]
```

**What the theorems say.** The finite types `m` and `n` label the two bases, and `m × n` labels the joint basis. The symbol `⊗ₖ` is the Kronecker product, `ᴴ` the adjoint and `*ᵥ` the action on a vector. `propagator H t` is exp(-itH) for a time-independent H and real t.

`propagator_factorizes_iff` states the equivalence for given `A` and `B`, with no Hermiticity assumed. The factors are themselves propagators of fixed matrices; arbitrary time-dependent factors are not considered. `productState_evolution` holds for any amplitudes, normalised or not. `heisenberg_local` needs only `B` to be Hermitian.

The subsystems are distinguishable, with no antisymmetrization between them. Size consistency in electronic structure usually means that the energies of separated fragments add; these theorems concern its dynamical side, for exact evolution of noninteracting finite systems, and say nothing about lowest eigenvalues.

**How the proof runs.** `exp_kronecker_one` and `exp_one_kronecker` replace the term-by-term series argument: each embedding is a continuous ring homomorphism, and `NormedSpace.map_exp` carries the exponential through it. In `propagator_composite`, `hc` is the commutation relation, `Matrix.exp_add_of_commute` splits the exponential, and `Matrix.mul_kronecker_mul` merges the two factors.

`hamiltonian_unique` first writes the exponent as a real time multiplying the fixed matrix -iH. It then compares the two derivatives at zero and multiplies by i. The equivalence combines this with `propagator_composite`.

`productState_evolution` compares components and splits the sum over pairs. `propagator_unitary` shows that the exponent is anti-Hermitian and combines the two exponentials; `heisenberg_local` uses it to replace V†V by 1.

**In a calculation.** Store the joint state as a coefficient matrix C with entries Cᵢⱼ. One step of uncoupled evolution is then

C → U C Vᵀ

In NumPy this is `U @ C @ V.T`, with a plain transpose and no complex conjugation. The large matrix U ⊗ V is never built, and C may be entangled.

**Where the hypotheses matter.** Let the second system have one state and B = (-iγ), with γ > 0, a decay term that is not Hermitian. Then V = exp(-γt) and V†V = exp(-2γt), so the evolved observable is U†OU ⊗ 1 multiplied by exp(-2γt), which is the squared norm left in an initially normalised state of the second system. The factorization U ⊗ V itself survives.

The converse needs more than one instant. For two spins with H = σz ⊗ σz and A = B = 0, the eigenvalues of H are ±1, so exp(-2πiH) = 1 = 1 ⊗ 1 at t = 2π, although H is not zero.
